# For symmetry-adapted partial waves, averaging PAW projectors over a finite group keeps them dual and makes the PAW map commute with the group

A projector that is dual to its smooth partial wave can still give a PAW map that does not respect the symmetry of the system. Take one even and one odd basis function, an all-electron partial wave $\Phi=(2,0)^T$, a smooth partial wave $\tilde\Phi=(1,0)^T$ and a projector $P=(1,1)^T$. Duality holds, since $P^\dagger\tilde\Phi=1$, but

$$T=1+(\Phi-\tilde\Phi)P^\dagger=\begin{pmatrix}2&1\\0&1\end{pmatrix}$$

sends the odd function $(0,1)^T$ to $(1,1)^T$. The overlap matrix $T^\dagger T$ couples even to odd, and a calculation that treated the two parities separately would discard that coupling. Averaging $P$ over the mirror group gives $(1,0)^T$, and $T$ becomes diagonal.

In general, let $G$ be a finite group, with unitary matrices $g(a)$ on $n$ basis functions and $r(a)$ on $m$ partial-wave channels. The columns of the $n\times m$ matrices $\Phi$, $\tilde\Phi$ and $P$ are the all-electron waves, smooth waves and projectors. The average is

$$\bar P=\frac1{|G|}\sum_{a\in G} g(a)\,P\,r(a^{-1}).$$

## Matrices in an orthonormal basis

In the code, `Phit` is $\tilde\Phi$ and `ᴴ` is the adjoint. `Intertwines g r X` says $g(a)X=Xr(a)$ for every $a$: the columns of $X$ transform among themselves as the channels do. This is what "symmetry-adapted" means here.

In Lean 4 with Mathlib:

```lean
import Mathlib

open Matrix

namespace PAWSymmetry

noncomputable section

variable {G n m k : Type*} [Group G] [Fintype n] [DecidableEq n] [Fintype m] [DecidableEq m]
  [Fintype k] [DecidableEq k]

/-- The matrix `X` carries the representation `r` into the representation `g`:
`g(a) X = X r(a)` for every symmetry operation `a`. -/
def Intertwines (g : G →* unitaryGroup n ℂ) (r : G →* unitaryGroup m ℂ)
    (X : Matrix n m ℂ) : Prop :=
  ∀ a, (g a : Matrix n n ℂ) * X = X * (r a : Matrix m m ℂ)

/-- The group average of the projector functions `P`, the mean of `g(a) P r(a⁻¹)` over the
finite group. -/
def groupAverage [Fintype G] (g : G →* unitaryGroup n ℂ) (r : G →* unitaryGroup m ℂ)
    (P : Matrix n m ℂ) : Matrix n m ℂ :=
  (Fintype.card G : ℂ)⁻¹ • ∑ a, (g a : Matrix n n ℂ) * P * (r a⁻¹ : Matrix m m ℂ)

/-- The PAW map `T = 1 + (Phi - Phit) Pᴴ` built from all-electron partial waves `Phi`, smooth
partial waves `Phit` and projector functions `P`. -/
def pawMap (Phi Phit P : Matrix n m ℂ) : Matrix n n ℂ :=
  1 + (Phi - Phit) * Pᴴ
```

Inner products are plain matrix products, so the basis is orthonormal. The model is finite-dimensional and contains neither augmentation spheres nor antiunitary operations such as time reversal. It does not address whether $T$ is invertible.

## Unitary representations

Unitarity means that symmetry operations preserve inner products. It enters through the type `G →* unitaryGroup n ℂ`, a homomorphism into the unitary matrices, whose product rule is `rep_mul`.

By hand, write $g(a^{-1})X=Xr(a^{-1})$ and take adjoints. Since $g(a^{-1})^\dagger=g(a)$, and likewise for $r$,

$$X^\dagger g(a)=r(a)X^\dagger .$$

`Intertwines.adjoint` does exactly this: `hg` and `hr` are the two unitarity identities, and `h a⁻¹` is the relation being conjugated. `Intertwines.comp` moves a group element through two factors in turn, $g(a)XY=Xr(a)Y=XYs(a)$.

```lean
/-- The matrix of a product of symmetry operations is the product of their matrices. -/
theorem rep_mul (g : G →* unitaryGroup n ℂ) (a b : G) :
    (g (a * b) : Matrix n n ℂ) = (g a : Matrix n n ℂ) * (g b : Matrix n n ℂ) := by
  rw [map_mul]
  rfl

/-- The adjoint of an intertwiner intertwines the two representations in the opposite
direction. -/
theorem Intertwines.adjoint {g : G →* unitaryGroup n ℂ} {r : G →* unitaryGroup m ℂ}
    {X : Matrix n m ℂ} (h : Intertwines g r X) : Intertwines r g Xᴴ := by
  intro a
  -- unitarity: the adjoint of the inverse operation is the operation itself
  have hg : (g a⁻¹ : Matrix n n ℂ)ᴴ = (g a : Matrix n n ℂ) := by
    rw [map_inv]
    exact conjTranspose_conjTranspose _
  have hr : (r a⁻¹ : Matrix m m ℂ)ᴴ = (r a : Matrix m m ℂ) := by
    rw [map_inv]
    exact conjTranspose_conjTranspose _
  have h1 := congrArg conjTranspose (h a⁻¹)
  rw [conjTranspose_mul, conjTranspose_mul, hg, hr] at h1
  exact h1.symm

/-- The product of two successive intertwiners is an intertwiner. -/
theorem Intertwines.comp {g : G →* unitaryGroup n ℂ} {r : G →* unitaryGroup m ℂ}
    {s : G →* unitaryGroup k ℂ} {X : Matrix n m ℂ} {Y : Matrix m k ℂ}
    (hX : Intertwines g r X) (hY : Intertwines r s Y) : Intertwines g s (X * Y) := by
  intro a
  rw [← Matrix.mul_assoc, hX a, Matrix.mul_assoc, hY a, Matrix.mul_assoc]
```

Without unitarity, the adjoint step fails in general. In a non-orthonormal basis with overlap matrix $S$, one would work with $P^\dagger S$ in place of $P^\dagger$.

## A finite group

Finiteness, `[Fintype G]`, covers the point groups of crystals and of nonlinear molecules, but not the infinite point groups of linear molecules. It gives the sum and the factor $1/|G|$ their meaning. Replacing $a$ by $ba$ in the sum gives

$$\bar P\,r(b)=\frac1{|G|}\sum_a g(ba)\,P\,r(a^{-1}b^{-1})\,r(b)=g(b)\bar P .$$

No condition on $P$ is needed. In the proof, `Equiv.sum_comp` with `Equiv.mulLeft b` performs the relabelling, and `h` cancels $b^{-1}b$.

```lean
/-- The group average of any set of projector functions is intertwining. -/
theorem groupAverage_intertwines [Fintype G] (g : G →* unitaryGroup n ℂ)
    (r : G →* unitaryGroup m ℂ) (P : Matrix n m ℂ) :
    Intertwines g r (groupAverage g r P) := by
  intro b
  unfold groupAverage
  rw [Matrix.mul_smul, Matrix.smul_mul, Matrix.mul_sum, Matrix.sum_mul]
  congr 1
  -- relabel the group elements by a ↦ b a
  rw [← Equiv.sum_comp (Equiv.mulLeft b)
    (fun a => (g a : Matrix n n ℂ) * P * (r a⁻¹ : Matrix m m ℂ) * (r b : Matrix m m ℂ))]
  refine Finset.sum_congr rfl fun a _ => ?_
  simp only [Equiv.coe_mulLeft]
  have h : (r a⁻¹ : Matrix m m ℂ) = (r (b * a)⁻¹ : Matrix m m ℂ) * (r b : Matrix m m ℂ) := by
    rw [← rep_mul, _root_.mul_inv_rev, inv_mul_cancel_right]
  rw [h, rep_mul g b a]
  simp only [Matrix.mul_assoc]
```

If $P$ is already symmetry-adapted, every term is $g(a)Pr(a^{-1})=Pr(a)r(a^{-1})=P$, so $\bar P=P$. Conversely, $\bar P=P$ makes $P$ symmetry-adapted, because every average is.

```lean
/-- Averaging leaves the projector functions unchanged exactly when they are already
intertwining. -/
theorem groupAverage_eq_self_iff [Fintype G] (g : G →* unitaryGroup n ℂ)
    (r : G →* unitaryGroup m ℂ) (P : Matrix n m ℂ) :
    groupAverage g r P = P ↔ Intertwines g r P := by
  constructor
  · intro h
    rw [← h]
    exact groupAverage_intertwines g r P
  · intro h
    have hterm : ∀ a, (g a : Matrix n n ℂ) * P * (r a⁻¹ : Matrix m m ℂ) = P := by
      intro a
      rw [h a, Matrix.mul_assoc, ← rep_mul, mul_inv_cancel, map_one]
      exact Matrix.mul_one P
    have hc : (Fintype.card G : ℂ) ≠ 0 := Nat.cast_ne_zero.mpr Fintype.card_ne_zero
    unfold groupAverage
    rw [Finset.sum_congr rfl (fun a _ => hterm a), Finset.sum_const, Finset.card_univ,
      ← Nat.cast_smul_eq_nsmul ℂ, smul_smul, inv_mul_cancel₀ hc, one_smul]
```

For an infinite group this sum is unavailable; a continuous compact group would call for an invariant integral.

## Duality and symmetry-adapted smooth waves

The hypothesis `hP`, $P^\dagger\tilde\Phi=1$, says that each projector picks out its own smooth wave with coefficient one and gives zero on the others. The hypothesis `ht` says that the smooth waves are symmetry-adapted. Together they give

$$\bar P^\dagger\tilde\Phi=\frac1{|G|}\sum_a r(a)P^\dagger g(a^{-1})\tilde\Phi=\frac1{|G|}\sum_a r(a)P^\dagger\tilde\Phi\,r(a^{-1})=1 .$$

In the proof, `hterm` shows that each summand is the identity, using `ht a⁻¹` and then `hP`. The closing rewrites average $|G|$ equal terms.

```lean
/-- If the smooth partial waves are intertwining and `P` is dual to them, then the group average
of `P` is dual to them as well. -/
theorem groupAverage_dual [Fintype G] {g : G →* unitaryGroup n ℂ} {r : G →* unitaryGroup m ℂ}
    {Phit P : Matrix n m ℂ} (ht : Intertwines g r Phit) (hP : Pᴴ * Phit = 1) :
    (groupAverage g r P)ᴴ * Phit = 1 := by
  -- the overlap with Phit is the average of Pᴴ Phit over the channel representation
  have hterm : ∀ a, ((g a : Matrix n n ℂ) * P * (r a⁻¹ : Matrix m m ℂ))ᴴ * Phit = 1 := by
    intro a
    have hg : (g a : Matrix n n ℂ)ᴴ = (g a⁻¹ : Matrix n n ℂ) := by
      rw [map_inv]
      rfl
    have hr : (r a⁻¹ : Matrix m m ℂ)ᴴ = (r a : Matrix m m ℂ) := by
      rw [map_inv]
      exact conjTranspose_conjTranspose _
    rw [conjTranspose_mul, conjTranspose_mul, hg, hr, Matrix.mul_assoc, Matrix.mul_assoc,
      ht a⁻¹, ← Matrix.mul_assoc Pᴴ, hP, Matrix.one_mul, ← rep_mul, mul_inv_cancel, map_one]
    rfl
  have hc : (Fintype.card G : ℂ) ≠ 0 := Nat.cast_ne_zero.mpr Fintype.card_ne_zero
  unfold groupAverage
  rw [conjTranspose_smul, conjTranspose_sum, Matrix.smul_mul, Matrix.sum_mul,
    Finset.sum_congr rfl (fun a _ => hterm a), Finset.sum_const, Finset.card_univ,
    ← Nat.cast_smul_eq_nsmul ℂ, smul_smul, star_inv₀, star_natCast, inv_mul_cancel₀ hc, one_smul]
```

Without `ht`, averaging can destroy duality: in the mirror example, $\tilde\Phi=(1,1)^T$ and $P=(0,1)^T$ are dual, but $\bar P=0$. Without `hP`, $\bar P$ is still symmetry-adapted, but $T\tilde\Phi=\Phi$ may fail.

## Symmetry-adapted all-electron waves

The hypothesis `h` says that $\Phi$ transforms as $\tilde\Phi$ does. Then $D=\Phi-\tilde\Phi$ is symmetry-adapted, and for any symmetry-adapted $P$

$$g(b)DP^\dagger=Dr(b)P^\dagger=DP^\dagger g(b),$$

so $T=1+DP^\dagger$ commutes with $g(b)$. In the proofs this is `hD` followed by `comp` and `adjoint`. Without `h` it can fail: $\Phi=(1,1)^T$ with $\tilde\Phi=P=(1,0)^T$ gives a $T$ that sends an even function to one of mixed parity.

## Linearly independent differences

The hypothesis `hinj` says that the columns of $D$ are linearly independent, so no nonzero combination of channels has a vanishing all-electron correction. It is needed only for the converse. If $T$ commutes with the group, then $Dr(a)P^\dagger=DP^\dagger g(a)$. Cancelling $D$ gives $r(a)P^\dagger=P^\dagger g(a)$, and an adjoint gives the condition on $P$. The proof cancels $D$ one column at a time with `hinj`.

```lean
/-- For intertwining partial waves with linearly independent differences `Phi - Phit`, the PAW
map commutes with every symmetry operation if and only if the projectors are intertwining. -/
theorem pawMap_commutes_iff {g : G →* unitaryGroup n ℂ} {r : G →* unitaryGroup m ℂ}
    {Phi Phit P : Matrix n m ℂ} (h : Intertwines g r Phi) (ht : Intertwines g r Phit)
    (hinj : Function.Injective (Phi - Phit).mulVec) :
    Intertwines g g (pawMap Phi Phit P) ↔ Intertwines g r P := by
  have hD : Intertwines g r (Phi - Phit) := fun a => by
    rw [Matrix.mul_sub, Matrix.sub_mul, h a, ht a]
  constructor
  · intro hT
    have hadj : Intertwines r g Pᴴ := by
      intro a
      have h1 := hT a
      unfold pawMap at h1
      rw [Matrix.mul_add, Matrix.add_mul, Matrix.mul_one, Matrix.one_mul, ← Matrix.mul_assoc,
        hD a, Matrix.mul_assoc, Matrix.mul_assoc] at h1
      have h2 := add_left_cancel h1
      -- cancel Phi - Phit column by column
      ext i j
      have h3 : (fun i => ((r a : Matrix m m ℂ) * Pᴴ) i j)
          = fun i => (Pᴴ * (g a : Matrix n n ℂ)) i j :=
        hinj (funext fun l => congrFun (congrFun h2 l) j)
      exact congrFun h3 i
    have h4 := hadj.adjoint
    rwa [conjTranspose_conjTranspose] at h4
  · intro hP a
    unfold pawMap
    rw [Matrix.mul_add, Matrix.add_mul, Matrix.mul_one, Matrix.one_mul, hD.comp hP.adjoint a]
```

Without independence the converse can fail: if $\Phi=\tilde\Phi$, then $T=1$ commutes with everything, whatever $P$ is.

## Duality and symmetry together

With `h`, `ht` and `hP`, the average $\bar P$ is dual to $\tilde\Phi$ and symmetry-adapted, and its map $T$ commutes with every $g(b)$. It also satisfies

$$T\tilde\Phi=\tilde\Phi+(\Phi-\tilde\Phi)\bar P^\dagger\tilde\Phi=\Phi .$$

The proof takes the first two parts from the earlier theorems, then uses `hdual` for this equation and `havg` for the commutation.

```lean
/-- Symmetrised projectors: if the partial waves `Phi` and `Phit` are intertwining and `P` is dual
to `Phit`, then the group average of `P` is dual to `Phit` and intertwining, and its PAW map sends
`Phit` to `Phi` and commutes with every symmetry operation. -/
theorem symmetrised_projectors [Fintype G] {g : G →* unitaryGroup n ℂ}
    {r : G →* unitaryGroup m ℂ} {Phi Phit P : Matrix n m ℂ} (h : Intertwines g r Phi)
    (ht : Intertwines g r Phit) (hP : Pᴴ * Phit = 1) :
    (groupAverage g r P)ᴴ * Phit = 1 ∧
    Intertwines g r (groupAverage g r P) ∧
    pawMap Phi Phit (groupAverage g r P) * Phit = Phi ∧
    ∀ b, (g b : Matrix n n ℂ) * pawMap Phi Phit (groupAverage g r P)
      = pawMap Phi Phit (groupAverage g r P) * (g b : Matrix n n ℂ) := by
  have hdual := groupAverage_dual ht hP
  have havg := groupAverage_intertwines g r P
  refine ⟨hdual, havg, ?_, fun b => ?_⟩
  · unfold pawMap
    rw [Matrix.add_mul, Matrix.one_mul, Matrix.mul_assoc, hdual, Matrix.mul_one,
      add_sub_cancel]
  · have hD : Intertwines g r (Phi - Phit) := fun a => by
      rw [Matrix.mul_sub, Matrix.sub_mul, h a, ht a]
    unfold pawMap
    rw [Matrix.mul_add, Matrix.add_mul, Matrix.mul_one, Matrix.one_mul,
      hD.comp havg.adjoint b]
```

## A symmetric Hamiltonian

If $H$ commutes with the group, as `hH` requires, then so does $T^\dagger HT$ for any commuting $T$: the group element passes through the three factors in turn. With a PAW map that commutes with the group, the transformed Hamiltonian therefore does not couple functions belonging to different irreducible representations, just as $H$ does not.

```lean
/-- If `H` and `T` commute with every symmetry operation, so does the transformed Hamiltonian
`Tᴴ H T`. -/
theorem transformed_hamiltonian_symmetric {g : G →* unitaryGroup n ℂ} {H T : Matrix n n ℂ}
    (hH : Intertwines g g H) (hT : Intertwines g g T) : Intertwines g g (Tᴴ * H * T) :=
  (hT.adjoint.comp hH).comp hT
```

Without `hH` there is no symmetry to inherit; for $T=1$ the result is $H$ itself.

## The mirror group removes an odd admixture

The opening example satisfies `h`, `ht` and `hP`. The group is `ℤˣ`, that is $\{1,-1\}$, and its single channel is invariant. Neither $\Phi$ nor $P$ has norm one, and neither needs to: duality asks only for $P^\dagger\tilde\Phi=1$. The average is

$$\tfrac12\left[(1,1)^T+(1,-1)^T\right]=(1,0)^T .$$

The proof expands the two-term sum and checks the entries.

```lean
/-- The mirror group `{1, -1}` acting on one even and one odd basis function. -/
def mirror : ℤˣ →* unitaryGroup (Fin 2) ℂ where
  toFun u := ⟨!![1, 0; 0, ((u : ℤ) : ℂ)], by
    rw [mem_unitaryGroup_iff]
    rcases Int.units_eq_one_or u with rfl | rfl <;> ext i j <;> fin_cases i <;> fin_cases j <;>
      simp [Matrix.mul_apply, Fin.sum_univ_succ, Matrix.star_apply]⟩
  map_one' := by
    apply Subtype.ext
    ext i j
    fin_cases i <;> fin_cases j <;> simp
  map_mul' u v := by
    apply Subtype.ext
    ext i j
    fin_cases i <;> fin_cases j <;> simp

/-- For the mirror group and one invariant channel, the even partial waves `(2, 0)` and `(1, 0)`
are intertwining, `(1, 1)` is dual to the second, and its group average is `(1, 0)`. -/
theorem symmetrised_projectors_witness :
    Intertwines mirror (1 : ℤˣ →* unitaryGroup (Fin 1) ℂ) !![2; 0] ∧
    Intertwines mirror (1 : ℤˣ →* unitaryGroup (Fin 1) ℂ) !![1; 0] ∧
    (!![1; 1] : Matrix (Fin 2) (Fin 1) ℂ)ᴴ * (!![1; 0] : Matrix (Fin 2) (Fin 1) ℂ) = 1 ∧
    groupAverage mirror (1 : ℤˣ →* unitaryGroup (Fin 1) ℂ) !![1; 1] = !![1; 0] := by
  have hu : (Finset.univ : Finset ℤˣ) = {1, -1} := by decide
  have hc : Fintype.card ℤˣ = 2 := by decide
  refine ⟨fun a => ?_, fun a => ?_, ?_, ?_⟩
  · ext i j
    fin_cases i <;> fin_cases j <;> simp [mirror, Matrix.mul_apply, Fin.sum_univ_succ]
  · ext i j
    fin_cases i <;> fin_cases j <;> simp [mirror, Matrix.mul_apply, Fin.sum_univ_succ]
  · ext i j
    fin_cases i
    fin_cases j
    simp [Matrix.mul_apply, Fin.sum_univ_succ]
  · unfold groupAverage
    rw [hu, Finset.sum_pair (by decide), hc]
    ext i j
    fin_cases i <;> fin_cases j <;>
      norm_num [mirror, Matrix.mul_apply, Fin.sum_univ_succ]

end

end PAWSymmetry
```

```lean
#print axioms PAWSymmetry.groupAverage_eq_self_iff
-- 'PAWSymmetry.groupAverage_eq_self_iff' depends on axioms: [propext, Classical.choice, Quot.sound]
#print axioms PAWSymmetry.pawMap_commutes_iff
-- 'PAWSymmetry.pawMap_commutes_iff' depends on axioms: [propext, Classical.choice, Quot.sound]
#print axioms PAWSymmetry.symmetrised_projectors
-- 'PAWSymmetry.symmetrised_projectors' depends on axioms: [propext, Classical.choice, Quot.sound]
#print axioms PAWSymmetry.transformed_hamiltonian_symmetric
-- 'PAWSymmetry.transformed_hamiltonian_symmetric' depends on axioms: [propext, Classical.choice, Quot.sound]
```
